# Taking the absolute value of an overlap density never lowers its radial Slater exchange integral

Put an overlap density $x=(1,-1)$ at the radii $1$ and $2$: with the monopole kernel $1/\max(r_i,r_j)$, its exchange integral is $1-2\cdot\tfrac12+\tfrac12=\tfrac12$. Replacing $x$ by $|x|=(1,1)$ reverses only the cross terms, and the integral becomes $1+2\cdot\tfrac12+\tfrac12=\tfrac52$.

In Lean 4 with Mathlib:

```lean
import Mathlib

open Matrix

namespace SlaterKernelNodes

noncomputable section

/-- The kernel `min (u i) (u j) - c` has a nonnegative quadratic form on any finite set of
points on which `c ≤ u i`. -/
theorem min_kernel_nonneg {ι : Type*} (u y : ι → ℝ) (s : Finset ι) (c : ℝ)
    (hc : ∀ i ∈ s, c ≤ u i) :
    0 ≤ ∑ i ∈ s, ∑ j ∈ s, (min (u i) (u j) - c) * y i * y j := by
  classical
  have key : ∀ n : ℕ, ∀ s : Finset ι, s.card = n → ∀ c : ℝ, (∀ i ∈ s, c ≤ u i) →
      0 ≤ ∑ i ∈ s, ∑ j ∈ s, (min (u i) (u j) - c) * y i * y j := by
    intro n
    induction n with
    | zero =>
      intro s hs c _
      rw [Finset.card_eq_zero] at hs
      subst hs
      simp
    | succ n ih =>
      intro s hs c hc
      have hne : s.Nonempty := Finset.card_pos.mp (by omega)
      -- remove the point where `u` is smallest
      obtain ⟨a, ha, hmin⟩ := Finset.exists_min_image s u hne
      have hcard : (s.erase a).card = n := by
        rw [Finset.card_erase_of_mem ha]
        omega
      have h1 := ih (s.erase a) hcard (u a) (fun i hi => hmin i (Finset.mem_of_mem_erase hi))
      -- after shifting by `u a`, row and column `a` vanish
      have hrow : ∑ j ∈ s, (min (u a) (u j) - u a) * y a * y j = 0 :=
        Finset.sum_eq_zero fun j hj => by
          rw [min_eq_left (hmin j hj)]
          ring
      have e1 : ∑ i ∈ s.erase a, ∑ j ∈ s, (min (u i) (u j) - u a) * y i * y j
          = ∑ i ∈ s, ∑ j ∈ s, (min (u i) (u j) - u a) * y i * y j := by
        apply Finset.sum_erase
        exact hrow
      have e2 : ∑ i ∈ s.erase a, ∑ j ∈ s.erase a, (min (u i) (u j) - u a) * y i * y j
          = ∑ i ∈ s.erase a, ∑ j ∈ s, (min (u i) (u j) - u a) * y i * y j := by
        refine Finset.sum_congr rfl fun i hi => ?_
        apply Finset.sum_erase
        show (min (u i) (u a) - u a) * y i * y a = 0
        rw [min_eq_right (hmin i (Finset.mem_of_mem_erase hi))]
        ring
      -- the shift itself contributes a perfect square
      have h3 : ∑ i ∈ s, ∑ j ∈ s, (min (u i) (u j) - c) * y i * y j
          = ∑ i ∈ s, ∑ j ∈ s, (min (u i) (u j) - u a) * y i * y j
            + (u a - c) * (∑ i ∈ s, y i) ^ 2 := by
        rw [sq, Finset.sum_mul_sum, Finset.mul_sum, ← Finset.sum_add_distrib]
        refine Finset.sum_congr rfl fun i _ => ?_
        rw [Finset.mul_sum, ← Finset.sum_add_distrib]
        refine Finset.sum_congr rfl fun j _ => ?_
        ring
      have h4 := mul_nonneg (sub_nonneg.2 (hc a ha)) (sq_nonneg (∑ i ∈ s, y i))
      linarith
  exact key s.card s rfl c hc

variable {ι : Type*} [Fintype ι]

/-- The radial Slater kernel of multipole order `k`: `r_<^k / r_>^(k+1)`. -/
def slaterKernel (k : ℕ) (a b : ℝ) : ℝ := min a b ^ k / max a b ^ (k + 1)

/-- The Slater kernel as a matrix on a radial grid with radii `r i`. -/
def slaterMatrix (k : ℕ) (r : ι → ℝ) : Matrix ι ι ℝ :=
  Matrix.of fun i j => slaterKernel k (r i) (r j)

/-- The radial exchange integral `K(x) = ∑ g_ij x_i x_j` of order `k` for an overlap
density `x` on the grid. -/
def radialExchange (k : ℕ) (r x : ι → ℝ) : ℝ :=
  ∑ i, ∑ j, slaterKernel k (r i) (r j) * x i * x j

/-- The exchange integral as a sum of radial integrals over the orders in `S`, with angular
coefficients `c k`. -/
def exchangeIntegral (S : Finset ℕ) (c : ℕ → ℝ) (r x : ι → ℝ) : ℝ :=
  ∑ k ∈ S, c k * radialExchange k r x

/-- The pointwise absolute value of a grid function, used as a model of node removal. -/
def nodeless (x : ι → ℝ) : ι → ℝ := fun i => |x i|

/-- A grid function changes sign if it is negative at one point and positive at another. -/
def ChangesSign (x : ι → ℝ) : Prop := ∃ i j, x i < 0 ∧ 0 < x j

/-- The overlap density of radial orbitals `P` and `Q` with quadrature weights `w`. -/
def overlapDensity (w P Q : ι → ℝ) : ι → ℝ := fun i => w i * P i * Q i

/-- The quantity `K² / Δ`; for `Δ > 0` it is the magnitude of the MP2 contribution `-K² / Δ` of an integral `K` with energy denominator `Δ`. -/
def mp2Term (K Δ : ℝ) : ℝ := K ^ 2 / Δ

/-- The Slater kernel is symmetric in the two radii. -/
theorem slaterKernel_symm (k : ℕ) (a b : ℝ) : slaterKernel k a b = slaterKernel k b a := by
  unfold slaterKernel
  rw [min_comm a b, max_comm a b]

/-- The Slater kernel is positive at positive radii. -/
theorem slaterKernel_pos (k : ℕ) {a b : ℝ} (ha : 0 < a) (hb : 0 < b) :
    0 < slaterKernel k a b :=
  div_pos (pow_pos (lt_min ha hb) _) (pow_pos (lt_of_lt_of_le ha (le_max_left a b)) _)

/-- At positive radii the Slater kernel equals `a^k b^k` times the smaller of
`1 / a^(2k+1)` and `1 / b^(2k+1)`. -/
theorem slaterKernel_eq_min (k : ℕ) {a b : ℝ} (ha : 0 < a) (hb : 0 < b) :
    slaterKernel k a b
      = a ^ k * b ^ k * min (1 / a ^ (2 * k + 1)) (1 / b ^ (2 * k + 1)) := by
  have key : ∀ p q : ℝ, 0 < p → 0 < q → p ≤ q → slaterKernel k p q
      = p ^ k * q ^ k * min (1 / p ^ (2 * k + 1)) (1 / q ^ (2 * k + 1)) := by
    intro p q hp hq hpq
    have h : 1 / q ^ (2 * k + 1) ≤ 1 / p ^ (2 * k + 1) :=
      one_div_le_one_div_of_le (pow_pos hp _) (pow_le_pow_left₀ hp.le hpq _)
    unfold slaterKernel
    rw [min_eq_left hpq, max_eq_right hpq, min_eq_right h, mul_one_div,
      div_eq_div_iff (pow_pos hq (k + 1)).ne' (pow_pos hq (2 * k + 1)).ne']
    ring
  rcases le_total a b with h | h
  · exact key a b ha hb h
  · rw [slaterKernel_symm k a b, key b a hb ha h, min_comm]
    ring

/-- The radial exchange integral is nonnegative for every overlap density on a grid of
positive radii. -/
theorem radialExchange_nonneg (k : ℕ) {r : ι → ℝ} (hr : ∀ i, 0 < r i) (x : ι → ℝ) :
    0 ≤ radialExchange k r x := by
  -- the minimum kernel in `u = 1 / r^(2k+1)`, acting on the multipole density `r^k x`
  have h : 0 ≤ ∑ i, ∑ j, (min (1 / r i ^ (2 * k + 1)) (1 / r j ^ (2 * k + 1)) - 0)
      * (r i ^ k * x i) * (r j ^ k * x j) :=
    min_kernel_nonneg (fun i => 1 / r i ^ (2 * k + 1)) (fun i => r i ^ k * x i) Finset.univ 0
      (fun i _ => (one_div_pos.2 (pow_pos (hr i) (2 * k + 1))).le)
  refine h.trans_eq ?_
  unfold radialExchange
  refine Finset.sum_congr rfl fun i _ => Finset.sum_congr rfl fun j _ => ?_
  rw [slaterKernel_eq_min k (hr i) (hr j)]
  ring

/-- The Slater kernel matrix on a grid of positive radii is positive semidefinite. -/
theorem slaterMatrix_posSemidef (k : ℕ) {r : ι → ℝ} (hr : ∀ i, 0 < r i) :
    (slaterMatrix k r).PosSemidef := by
  rw [Matrix.posSemidef_iff_dotProduct_mulVec]
  refine ⟨Matrix.IsHermitian.ext fun i j => ?_, fun x => ?_⟩
  · show star (slaterKernel k (r j) (r i)) = slaterKernel k (r i) (r j)
    rw [star_trivial]
    exact slaterKernel_symm k _ _
  · refine (radialExchange_nonneg k hr x).trans_eq ?_
    rw [star_trivial]
    simp only [radialExchange, dotProduct, Matrix.mulVec, slaterMatrix, Matrix.of_apply,
      Finset.mul_sum]
    refine Finset.sum_congr rfl fun i _ => Finset.sum_congr rfl fun j _ => ?_
    ring

/-- On a grid of positive radii, replacing the overlap density by its absolute value does not lower the radial exchange integral,
and raises it when the density changes sign. -/
theorem radialExchange_le_nodeless (k : ℕ) {r : ι → ℝ} (hr : ∀ i, 0 < r i) (x : ι → ℝ) :
    radialExchange k r x ≤ radialExchange k r (nodeless x) ∧
      (ChangesSign x → radialExchange k r x < radialExchange k r (nodeless x)) := by
  -- termwise comparison with a positive kernel
  have hterm : ∀ i j, slaterKernel k (r i) (r j) * x i * x j
      ≤ slaterKernel k (r i) (r j) * |x i| * |x j| := by
    intro i j
    have h : x i * x j ≤ |x i| * |x j| := by
      rw [← abs_mul]
      exact le_abs_self _
    have h' := mul_le_mul_of_nonneg_left h (slaterKernel_pos k (hr i) (hr j)).le
    linarith
  constructor
  · show ∑ i, ∑ j, slaterKernel k (r i) (r j) * x i * x j
      ≤ ∑ i, ∑ j, slaterKernel k (r i) (r j) * |x i| * |x j|
    exact Finset.sum_le_sum fun i _ => Finset.sum_le_sum fun j _ => hterm i j
  · rintro ⟨p, q, hp, hq⟩
    -- a pair of points of opposite sign gives a strict inequality
    have hstrict : slaterKernel k (r p) (r q) * x p * x q
        < slaterKernel k (r p) (r q) * |x p| * |x q| := by
      have h1 : x p * x q < 0 := mul_neg_of_neg_of_pos hp hq
      have h2 : 0 ≤ |x p| * |x q| := by positivity
      have h3 := mul_lt_mul_of_pos_left (h1.trans_le h2) (slaterKernel_pos k (hr p) (hr q))
      linarith
    show ∑ i, ∑ j, slaterKernel k (r i) (r j) * x i * x j
      < ∑ i, ∑ j, slaterKernel k (r i) (r j) * |x i| * |x j|
    exact Finset.sum_lt_sum (fun i _ => Finset.sum_le_sum fun j _ => hterm i j)
      ⟨p, Finset.mem_univ _,
        Finset.sum_lt_sum (fun j _ => hterm p j) ⟨q, Finset.mem_univ _, hstrict⟩⟩

/-- If the overlap density does not change sign, removing nodes leaves the radial exchange
integral unchanged. -/
theorem radialExchange_nodeless_eq (k : ℕ) (r : ι → ℝ) {x : ι → ℝ} (hx : ¬ ChangesSign x) :
    radialExchange k r (nodeless x) = radialExchange k r x := by
  have hprod : ∀ i j, |x i| * |x j| = x i * x j := by
    intro i j
    rw [← abs_mul]
    apply abs_of_nonneg
    by_contra hneg
    rcases mul_neg_iff.1 (not_le.1 hneg) with h | h
    · exact hx ⟨j, i, h.2, h.1⟩
    · exact hx ⟨i, j, h.1, h.2⟩
  unfold radialExchange
  refine Finset.sum_congr rfl fun i _ => Finset.sum_congr rfl fun j _ => ?_
  show slaterKernel k (r i) (r j) * |x i| * |x j| = slaterKernel k (r i) (r j) * x i * x j
  rw [mul_assoc, hprod, mul_assoc]

/-- On a grid of positive radii `0 ≤ K(x) ≤ K(|x|)`, and the second inequality is strict
exactly when the overlap density changes sign. -/
theorem radialExchange_bounds (k : ℕ) {r : ι → ℝ} (hr : ∀ i, 0 < r i) (x : ι → ℝ) :
    0 ≤ radialExchange k r x ∧
      radialExchange k r x ≤ radialExchange k r (nodeless x) ∧
      (radialExchange k r x < radialExchange k r (nodeless x) ↔ ChangesSign x) := by
  obtain ⟨hle, hlt⟩ := radialExchange_le_nodeless k hr x
  refine ⟨radialExchange_nonneg k hr x, hle, fun h => ?_, hlt⟩
  by_contra hx
  have he := radialExchange_nodeless_eq k r hx
  linarith

/-- On a grid of positive radii and at a fixed positive denominator, `K² / Δ` for the radial integral `K` of order `k` does not decrease when nodes are
removed, and it increases exactly when the overlap density changes sign. -/
theorem mp2Term_nodeless (k : ℕ) {r : ι → ℝ} (hr : ∀ i, 0 < r i) (x : ι → ℝ) {Δ : ℝ}
    (hΔ : 0 < Δ) :
    mp2Term (radialExchange k r x) Δ ≤ mp2Term (radialExchange k r (nodeless x)) Δ ∧
      (mp2Term (radialExchange k r x) Δ < mp2Term (radialExchange k r (nodeless x)) Δ
        ↔ ChangesSign x) := by
  obtain ⟨h0, hle, hiff⟩ := radialExchange_bounds k hr x
  unfold mp2Term
  constructor
  · rw [div_le_div_iff_of_pos_right hΔ]
    exact pow_le_pow_left₀ h0 hle 2
  · rw [div_lt_div_iff_of_pos_right hΔ, ← hiff]
    constructor
    · intro h
      by_contra hn
      have he := le_antisymm hle (not_lt.1 hn)
      rw [he] at h
      exact lt_irrefl _ h
    · intro h
      nlinarith [mul_pos (sub_pos.2 h) (sub_pos.2 h), mul_nonneg h0 (sub_pos.2 h).le]

/-- With positive radii and nonnegative weights and coefficients on `S`, replacing both orbitals by their
absolute values does not lower the exchange integral `K` or `K² / Δ` at fixed `Δ > 0`; both
rise if the overlap density changes sign and some coefficient is positive. -/
theorem nodeless_orbitals (S : Finset ℕ) {c : ℕ → ℝ} (hc : ∀ k ∈ S, 0 ≤ c k)
    {r w : ι → ℝ} (hr : ∀ i, 0 < r i) (hw : ∀ i, 0 ≤ w i) (P Q : ι → ℝ) {Δ : ℝ}
    (hΔ : 0 < Δ) :
    (exchangeIntegral S c r (overlapDensity w P Q)
        ≤ exchangeIntegral S c r (overlapDensity w (nodeless P) (nodeless Q)) ∧
      mp2Term (exchangeIntegral S c r (overlapDensity w P Q)) Δ
        ≤ mp2Term (exchangeIntegral S c r (overlapDensity w (nodeless P) (nodeless Q))) Δ) ∧
    ((∃ k ∈ S, 0 < c k) → ChangesSign (overlapDensity w P Q) →
      exchangeIntegral S c r (overlapDensity w P Q)
        < exchangeIntegral S c r (overlapDensity w (nodeless P) (nodeless Q)) ∧
      mp2Term (exchangeIntegral S c r (overlapDensity w P Q)) Δ
        < mp2Term (exchangeIntegral S c r (overlapDensity w (nodeless P) (nodeless Q))) Δ) := by
  -- nodeless orbitals give the nodeless overlap density
  have hx : overlapDensity w (nodeless P) (nodeless Q) = nodeless (overlapDensity w P Q) := by
    funext i
    show w i * |P i| * |Q i| = |w i * P i * Q i|
    rw [abs_mul, abs_mul, abs_of_nonneg (hw i)]
  rw [hx]
  generalize overlapDensity w P Q = x
  have hterm : ∀ k ∈ S, c k * radialExchange k r x ≤ c k * radialExchange k r (nodeless x) :=
    fun k hk => mul_le_mul_of_nonneg_left (radialExchange_le_nodeless k hr x).1 (hc k hk)
  have h0 : 0 ≤ exchangeIntegral S c r x := by
    unfold exchangeIntegral
    exact Finset.sum_nonneg fun k hk => mul_nonneg (hc k hk) (radialExchange_nonneg k hr x)
  have hle : exchangeIntegral S c r x ≤ exchangeIntegral S c r (nodeless x) := by
    unfold exchangeIntegral
    exact Finset.sum_le_sum hterm
  refine ⟨⟨hle, ?_⟩, ?_⟩
  · unfold mp2Term
    rw [div_le_div_iff_of_pos_right hΔ]
    exact pow_le_pow_left₀ h0 hle 2
  · rintro ⟨k, hk, hck⟩ hs
    have hlt : exchangeIntegral S c r x < exchangeIntegral S c r (nodeless x) := by
      unfold exchangeIntegral
      exact Finset.sum_lt_sum hterm
        ⟨k, hk, mul_lt_mul_of_pos_left ((radialExchange_le_nodeless k hr x).2 hs) hck⟩
    refine ⟨hlt, ?_⟩
    unfold mp2Term
    rw [div_lt_div_iff_of_pos_right hΔ]
    nlinarith [mul_pos (sub_pos.2 hlt) (sub_pos.2 hlt), mul_nonneg h0 (sub_pos.2 hlt).le]

/-- On the radii `1, 2` the density `(1, -1)` changes sign; its monopole exchange integral
is `1/2`, and `5/2` after the node is removed. -/
theorem two_point_witness :
    ChangesSign (![1, -1] : Fin 2 → ℝ) ∧
      radialExchange 0 (![1, 2] : Fin 2 → ℝ) ![1, -1] = 1 / 2 ∧
      radialExchange 0 (![1, 2] : Fin 2 → ℝ) (nodeless ![1, -1]) = 5 / 2 := by
  have h1 : max (1 : ℝ) 2 = 2 := max_eq_right (by norm_num)
  have h2 : max (2 : ℝ) 1 = 2 := max_eq_left (by norm_num)
  refine ⟨⟨1, 0, by norm_num, by norm_num⟩, ?_, ?_⟩
  · norm_num [radialExchange, slaterKernel, Fin.sum_univ_two, h1, h2]
  · norm_num [radialExchange, slaterKernel, nodeless, Fin.sum_univ_two, h1, h2]

end

end SlaterKernelNodes
```

```lean
#print axioms SlaterKernelNodes.slaterMatrix_posSemidef
#print axioms SlaterKernelNodes.radialExchange_le_nodeless
#print axioms SlaterKernelNodes.mp2Term_nodeless
#print axioms SlaterKernelNodes.nodeless_orbitals
```

```
'SlaterKernelNodes.slaterMatrix_posSemidef' depends on axioms: [propext, Classical.choice, Quot.sound]
'SlaterKernelNodes.radialExchange_le_nodeless' depends on axioms: [propext, Classical.choice, Quot.sound]
'SlaterKernelNodes.mp2Term_nodeless' depends on axioms: [propext, Classical.choice, Quot.sound]
'SlaterKernelNodes.nodeless_orbitals' depends on axioms: [propext, Classical.choice, Quot.sound]
```

## Bounds for one multipole and for two orbitals

Let $r_i>0$ be the radii of a finite grid, $k$ a natural number, and

$$g_{ij}=\frac{\min(r_i,r_j)^k}{\max(r_i,r_j)^{k+1}},\qquad K(x)=\sum_{i,j}g_{ij}x_ix_j .$$

`slaterMatrix_posSemidef` states that the matrix $g$ is positive semidefinite. `radialExchange_bounds` states that $0\le K(x)\le K(|x|)$, and that the second inequality is strict exactly when $x$ is negative at one grid point and positive at another. `mp2Term_nodeless` carries the comparison and the strictness condition over to $K^2/\Delta$ at a fixed $\Delta>0$.

`nodeless_orbitals` starts from two radial orbitals $P,Q$ and quadrature weights $w_i\ge0$. The overlap density is $x_i=w_iP_iQ_i$, and the exchange integral is $\sum_{k\in S}c_kK_k(x)$, where $K_k$ is the integral of order $k$, $S$ is a finite set of orders and $c_k\ge0$ on $S$. Replacing both orbitals by their absolute values lowers neither this integral nor its square over $\Delta$. Both rise if $x$ changes sign and some $c_k$ with $k\in S$ is positive.

## Radial orbitals, angular factors and the MP2 denominator

The grid is the finite type `ι`, with radii `r : ι → ℝ` in any order. `slaterKernel` is the radial part of the multipole expansion of $1/r_{12}$ in atomic units, and `radialExchange` is the discretised double integral. With the convention $P(r)=rR(r)$, where $R$ is the radial wavefunction, the weights $w_i$ stand for $dr$. The coefficients $c_k$ stand for the angular factors of an exchange integral, which are sums of squares of angular integrals; the theorem assumes their sign and does not derive it.

`mp2Term` is the size of the contribution $-K^2/\Delta$ from exciting an opposite-spin pair out of one real spatial orbital into another; for complex orbitals the integral of this excitation can differ from the exchange integral. Here $\Delta$ is the positive orbital-energy difference for that double excitation.

In pseudopotential work, the inequality shows how losing the sign changes of a valence orbital can enlarge exchange integrals and the pair correlation built from them, in a model where `nodeless` is the pointwise absolute value and $\Delta$ stays fixed. A real pseudo-orbital is smooth, has a different shape in the core and comes with its own orbital energies. The absolute value keeps the norm $\sum_iw_iP_i^2$, but it can destroy orthogonality between orbitals of the same angular momentum. The full MP2 energy, with its many different integrals, is not treated.

The sign change that counts is that of the product. If $Q=P$, then $x_i=w_iP_i^2\ge0$, and nothing is gained however many nodes $P$ has.

## Positivity by removing the smallest point

Take real numbers $u_i$ and $y_i$ on a finite set $s$, and a constant $c\le u_i$. If $s$ is empty, the sum below is zero. Otherwise let $u_a$ be the smallest value. Writing $\min(u_i,u_j)-c$ as $(\min(u_i,u_j)-u_a)+(u_a-c)$ gives

$$\sum_{i,j\in s}(\min(u_i,u_j)-c)\,y_iy_j=\sum_{i,j\in s}(\min(u_i,u_j)-u_a)\,y_iy_j+(u_a-c)\Big(\sum_{i\in s}y_i\Big)^2 .$$

The last term is nonnegative. In the first sum, every term with $i=a$ or $j=a$ vanishes, which leaves a sum of the original kind on one point fewer, with $u_a$ as the new constant. Induction on the number of points finishes the argument. In `min_kernel_nonneg`, `h3` is the displayed identity, `e1` and `e2` delete row and column $a$, and `h1` is the induction hypothesis.

The Slater kernel has this form after a change of variables. For $a\le b$,

$$\frac{a^k}{b^{k+1}}=a^kb^k\,\frac1{b^{2k+1}}=a^kb^k\min\!\Big(\frac1{a^{2k+1}},\frac1{b^{2k+1}}\Big),$$

and symmetry covers $b\le a$; this is `slaterKernel_eq_min`. Setting $u_i=r_i^{-(2k+1)}$, $y_i=r_i^kx_i$ and $c=0$ gives $K(x)\ge0$ in `radialExchange_nonneg`. Together with the symmetry of $g$, this is positive semidefiniteness.

## Opposite signs raise the integral and its square

The difference is

$$K(|x|)-K(x)=\sum_{i,j}g_{ij}\big(|x_ix_j|-x_ix_j\big).$$

Every $g_{ij}$ is positive, and every bracket is nonnegative. A bracket is positive exactly when $x_i$ and $x_j$ have opposite signs. `radialExchange_le_nodeless` compares the sums term by term and uses one such pair for strictness; `radialExchange_nodeless_eq` gives equality when there is none.

For the squares, write $K=K(x)$ and $K'=K(|x|)$. Then

$$K'^2-K^2=(K'-K)^2+2K(K'-K).$$

Since $K\ge0$ and $K'\ge K$, the right side is nonnegative, and it is positive when $K'>K$. The two products handed to `nlinarith` are these two terms, up to the factor 2. If $K'=K$, the squares agree, which gives the converse. Dividing by $\Delta>0$ preserves the order.

For orbitals, $w_i\ge0$ gives $w_i|P_i||Q_i|=|w_iP_iQ_i|$, the equality `hx`. Multiplying the bounds for each $k$ by $c_k\ge0$ and adding them compares the exchange integrals, with strictness from any order that has $c_k>0$. The total is again nonnegative, so the same identity for squares applies.
